# The neutral Hartree energy on a finite periodic grid is a sum over nonzero wavevectors

A common plane-wave calculation of the Hartree energy of a periodic system transforms the density, multiplies each $|\hat\rho(q)|^2$ by the interaction component $\hat v(q)$, sets the $q=0$ entry to zero, sums, and divides by the number of grid sites when the transform is unnormalised. The conventional factor $1/2$ is left out here and below. On a finite grid this is an exact rewriting of a real-space energy: that of the density together with a uniform background that neutralises it. The energy is nonnegative for every density exactly when $\operatorname{Re}\hat v(q)\ge 0$ at every $q\neq 0$.

## Grid, plane waves and excess charge

The grid is a finite abelian group $G$ with $N=|G|$ sites. A periodic $N_1\times N_2\times N_3$ mesh is the usual example. Differences $x-y$ are taken in the group, so periodic boundary conditions are built in.

```lean
import Mathlib

open Finset ComplexConjugate
open scoped Classical

namespace FiniteJellium

noncomputable section

variable {G : Type*} [AddCommGroup G] [Fintype G]
```

A plane wave is a function $q:G\to\mathbb C$ with $q(x+y)=q(x)q(y)$ and $q(0)=1$. On the mesh these are the functions $e^{2\pi i(k_1x_1/N_1+k_2x_2/N_2+k_3x_3/N_3)}$ with integer $k_i$. The transform of a real function $f$ carries no prefactor:
$$\hat f(q)=\sum_x f(x)\,q(-x).$$

```lean
/-- The unnormalised Fourier component of a real function `f` at the plane wave `q`. -/
def hat (f : G → ℝ) (q : AddChar G ℂ) : ℂ := ∑ x, (f x : ℂ) * q (-x)
```

In Lean a plane wave has type `AddChar G ℂ`. These characters form an additive group, so the constant wave is written `0`, and `q ≠ 0` means a nonzero wavevector.

For a real density $\rho$, the background has the mean density
$$m=\frac1N\sum_x\rho(x).$$

```lean
/-- The mean density, which is also the density of the neutralising background. -/
def meanDensity (ρ : G → ℝ) : ℝ := (∑ x, ρ x) / Fintype.card G
```

What remains after subtracting it is the excess charge $\delta(x)=\rho(x)-m$.

```lean
/-- The local excess of the density over the uniform background. -/
def excess (ρ : G → ℝ) (x : G) : ℝ := ρ x - meanDensity ρ
```

Its self-interaction through a real kernel $v$ is
$$E=\sum_{x,y}\delta(x)\,v(x-y)\,\delta(y).$$

```lean
/-- The neutral Hartree energy: the excess charge interacting with itself through `v`,
each ordered pair of sites being counted once. -/
def jelliumEnergy (v ρ : G → ℝ) : ℝ :=
  ∑ x, ∑ y, excess ρ x * v (x - y) * excess ρ y
```

The sum runs over ordered pairs and includes $x=y$; the conventional Hartree energy is half of it. Volume elements and charge units are absorbed into $v$ and $\rho$. The density may take either sign. Although the name jellium usually means an interacting quantum electron gas, only its classical electrostatic part is modelled here, without kinetic energy, exchange or correlation.

## Neutrality removes the zero wavevector

The total excess is $\sum_x\delta(x)=\sum_x\rho(x)-Nm=0$.

```lean
/-- The system with its background is neutral: the excess charge sums to zero. -/
theorem sum_excess (ρ : G → ℝ) : ∑ x, excess ρ x = 0 := by
  have hN : (Fintype.card G : ℝ) ≠ 0 := Nat.cast_ne_zero.mpr Fintype.card_ne_zero
  have h : (Fintype.card G : ℝ) * ((∑ x, ρ x) / Fintype.card G) = ∑ x, ρ x := by
    field_simp
  simp only [excess, meanDensity, Finset.sum_sub_distrib, Finset.sum_const,
    Finset.card_univ, nsmul_eq_mul]
  linarith
```

Hence $\hat\delta(0)=0$. For $q\ne0$ a plane wave sums to zero over the grid, so the constant $m$ contributes nothing:
$$\hat\delta(q)=\hat\rho(q)-m\sum_xq(-x)=\hat\rho(q).$$

```lean
/-- The background removes the `q = 0` component of the density and leaves every other
component unchanged. -/
theorem hat_excess (ρ : G → ℝ) (q : AddChar G ℂ) :
    hat (excess ρ) q = if q = 0 then 0 else hat ρ q := by
  by_cases hq : q = 0
  · rw [if_pos hq, hq]
    simp only [hat, AddChar.zero_apply, mul_one]
    exact_mod_cast sum_excess ρ
  · have hs : ∑ x, q (-x) = 0 :=
      (Equiv.sum_comp (Equiv.neg G) (fun x => q x)).trans
        (AddChar.sum_eq_zero_iff_ne_zero.2 hq)
    rw [if_neg hq]
    simp only [hat, excess, Complex.ofReal_sub, sub_mul, Finset.sum_sub_distrib]
    rw [← Finset.mul_sum, hs, mul_zero, sub_zero]
```

The proof splits on `q = 0`. The first case is `sum_excess`; the second relabels $x\to-x$ and uses the vanishing sum of a nontrivial character.

## Rebuilding a function from its plane waves

Summed over all plane waves, $\sum_q q(u)$ is $N$ if $u=0$ and zero otherwise. Therefore
$$\sum_q\hat f(q)\,q(z)=\sum_w f(w)\sum_q q(z-w)=N f(z).$$

```lean
/-- Plane-wave expansion: the sum over all plane waves of the Fourier component of a real function
times the plane wave at a site is the number of sites times the function's value there. -/
theorem hat_inversion (f : G → ℝ) (z : G) :
    ∑ q : AddChar G ℂ, hat f q * q z = (Fintype.card G : ℂ) * f z := by
  calc ∑ q : AddChar G ℂ, hat f q * q z
      = ∑ q : AddChar G ℂ, ∑ w, (f w : ℂ) * q (z - w) := by
        refine Finset.sum_congr rfl fun q _ => ?_
        rw [hat, Finset.sum_mul]
        refine Finset.sum_congr rfl fun w _ => ?_
        rw [sub_eq_add_neg, AddChar.map_add_eq_mul]
        ring
    _ = ∑ w, (f w : ℂ) * ∑ q : AddChar G ℂ, q (z - w) := by
        rw [Finset.sum_comm]
        simp only [Finset.mul_sum]
    _ = (Fintype.card G : ℂ) * f z := by
        -- orthogonality of the plane waves keeps only `w = z`
        refine (Finset.sum_eq_single z ?_ ?_).trans ?_
        · intro w _ hw
          rw [AddChar.sum_apply_eq_ite, if_neg (sub_ne_zero.mpr hw.symm), mul_zero]
        · intro h
          exact absurd (Finset.mem_univ z) h
        · rw [AddChar.sum_apply_eq_ite, if_pos (sub_self z), mul_comm]
```

The three steps of the `calc` block insert the definition, exchange the sums and apply orthogonality, which keeps only $w=z$.

If $v$ is even, its components are real. Since $\overline{q(-x)}=q(x)$,
$$\overline{\hat v(q)}=\sum_xv(x)q(x)=\sum_xv(-x)q(-x)=\hat v(q).$$

```lean
/-- An even real interaction has real Fourier components. -/
theorem hat_im_of_even (v : G → ℝ) (hv : ∀ x, v (-x) = v x) (q : AddChar G ℂ) :
    (hat v q).im = 0 := by
  rw [← Complex.conj_eq_iff_im]
  simp only [hat, map_sum, map_mul, Complex.conj_ofReal, AddChar.map_neg_eq_conj,
    Complex.conj_conj]
  rw [← Equiv.sum_comp (Equiv.neg G) (fun x => (v x : ℂ) * q x)]
  refine Finset.sum_congr rfl fun x _ => ?_
  rw [Equiv.neg_apply, hv, AddChar.map_neg_eq_conj]
```

For an even interaction, $\operatorname{Re}\hat v(q)$ below is thus simply $\hat v(q)$. The energy formula itself holds for any real $v$.

## The energy in reciprocal space

Expand $Nv(x-y)$ in plane waves and use $q(x-y)=q(x)q(-y)$. The double sum factorises:
$$NE=\sum_q\hat v(q)\Big(\sum_x\delta(x)q(x)\Big)\Big(\sum_y\delta(y)q(-y)\Big)=\sum_q\hat v(q)\,|\hat\delta(q)|^2,$$
because $\delta$ is real and the first bracket is the conjugate of the second. The left side is real, so take real parts and insert the components of $\delta$:
$$E=\frac1N\sum_{q\ne0}\operatorname{Re}\hat v(q)\,|\hat\rho(q)|^2.$$

```lean
/-- The neutral Hartree energy is a sum over nonzero wavevectors of the real part of the
interaction component times the squared modulus of the density component, divided by the
number of sites. -/
theorem jelliumEnergy_eq (v ρ : G → ℝ) :
    jelliumEnergy v ρ =
      (∑ q : AddChar G ℂ with q ≠ 0, (hat v q).re * ‖hat ρ q‖ ^ 2) / Fintype.card G := by
  have hN : (Fintype.card G : ℝ) ≠ 0 := Nat.cast_ne_zero.mpr Fintype.card_ne_zero
  have key : ((Fintype.card G * jelliumEnergy v ρ : ℝ) : ℂ) =
      ∑ q : AddChar G ℂ, hat v q * ((‖hat (excess ρ) q‖ ^ 2 : ℝ) : ℂ) := by
    calc ((Fintype.card G * jelliumEnergy v ρ : ℝ) : ℂ)
        = ∑ x, ∑ y, (excess ρ x : ℂ) * ((Fintype.card G : ℂ) * v (x - y)) * excess ρ y := by
          simp only [jelliumEnergy, Finset.mul_sum]
          push_cast
          refine Finset.sum_congr rfl fun x _ => Finset.sum_congr rfl fun y _ => ?_
          ring
      _ = ∑ x, ∑ y, ∑ q : AddChar G ℂ,
            hat v q * (((excess ρ x : ℂ) * q x) * ((excess ρ y : ℂ) * q (-y))) := by
          -- expand the interaction in plane waves
          refine Finset.sum_congr rfl fun x _ => Finset.sum_congr rfl fun y _ => ?_
          rw [← hat_inversion, Finset.mul_sum, Finset.sum_mul]
          refine Finset.sum_congr rfl fun q _ => ?_
          rw [sub_eq_add_neg, AddChar.map_add_eq_mul]
          ring
      _ = ∑ q : AddChar G ℂ, ∑ x, ∑ y,
            hat v q * (((excess ρ x : ℂ) * q x) * ((excess ρ y : ℂ) * q (-y))) :=
          (Finset.sum_congr rfl fun x _ => Finset.sum_comm).trans Finset.sum_comm
      _ = _ := by
          refine Finset.sum_congr rfl fun q _ => ?_
          have hc : conj (hat (excess ρ) q) = ∑ x, (excess ρ x : ℂ) * q x := by
            simp only [hat, map_sum, map_mul, Complex.conj_ofReal,
              AddChar.map_neg_eq_conj, Complex.conj_conj]
          have hd : hat (excess ρ) q = ∑ y, (excess ρ y : ℂ) * q (-y) := rfl
          rw [Complex.ofReal_pow, ← Complex.conj_mul', hc, hd, Finset.sum_mul_sum]
          simp only [Finset.mul_sum]
  have hre := congrArg Complex.re key
  rw [Complex.ofReal_re, Complex.re_sum] at hre
  simp only [Complex.re_mul_ofReal] at hre
  rw [eq_div_iff hN, mul_comm, hre, Finset.sum_filter]
  -- neutrality removes the `q = 0` term
  refine Finset.sum_congr rfl fun q _ => ?_
  rw [hat_excess]
  by_cases hq : q = 0 <;> simp [hq]
```

The intermediate statement `key` is the complex identity for $NE$. After it, `hre` takes real parts, and `hat_excess` removes the $q=0$ term.

With two sites there is one nonzero wave, with values $1$ and $-1$, and the formula reads
$$E=\tfrac12\,[v(0)-v(1)]\,[\rho(0)-\rho(1)]^2.$$
With a single site the sum is empty and $E=0$.

For a three-dimensional mesh, with `rho` and `v` real arrays indexed by site, the same calculation in NumPy is

```python
rho_q = np.fft.fftn(rho)
v_q = np.fft.fftn(v).real
v_q[0, 0, 0] = 0.0
E = (v_q * abs(rho_q)**2).sum() / rho.size
```

The default forward transform has the sign and normalisation of `hat`. A code that starts from the Coulomb kernel $4\pi/|q|^2$ fills `v_q` directly and never needs a value at $q=0$. Here $|q|$ stands for the length of the shortest wavevector that gives the plane wave $q$ on the grid. If `rho` holds the charge per site, the entries of `v_q` are $4\pi/(|q|^2\,\Delta V)$ in Hartree atomic units, where $\Delta V$ is the volume per site.

## What the background subtracts

In real space, write
$$\delta(x)v(x-y)\delta(y)=\rho(x)v(x-y)\rho(y)-m\rho(x)v(x-y)-m\,v(x-y)\delta(y).$$
For fixed $y$, $\sum_xv(x-y)=\sum_zv(z)$, so the last term sums to a multiple of $\sum_y\delta(y)=0$. The middle term gives the whole correction:
$$E=\sum_{x,y}\rho(x)v(x-y)\rho(y)-m\Big(\sum_x\rho(x)\Big)\Big(\sum_zv(z)\Big).$$

```lean
/-- The neutral energy is the bare Hartree energy of the density minus the mean density times
the total charge times the summed interaction. -/
theorem jelliumEnergy_eq_sub_background (v ρ : G → ℝ) :
    jelliumEnergy v ρ =
      (∑ x, ∑ y, ρ x * v (x - y) * ρ y) - meanDensity ρ * (∑ x, ρ x) * ∑ x, v x := by
  have h1 : ∀ x, ∑ y, v (x - y) = ∑ z, v z := fun x => Equiv.sum_comp (Equiv.subLeft x) v
  have h2 : ∀ y, ∑ x, v (x - y) = ∑ z, v z := fun y => Equiv.sum_comp (Equiv.subRight y) v
  have a : ∑ x, ∑ y, meanDensity ρ * (v (x - y) * excess ρ y) = 0 := by
    rw [Finset.sum_comm]
    simp only [← Finset.mul_sum, ← Finset.sum_mul, h2, sum_excess, mul_zero]
  have b : ∑ x, ∑ y, meanDensity ρ * (ρ x * v (x - y)) =
      meanDensity ρ * ((∑ x, ρ x) * ∑ z, v z) := by
    simp only [← Finset.mul_sum, h1, ← Finset.sum_mul]
  calc jelliumEnergy v ρ
      = ∑ x, ∑ y, (ρ x * v (x - y) * ρ y - meanDensity ρ * (ρ x * v (x - y))
          - meanDensity ρ * (v (x - y) * excess ρ y)) := by
        refine Finset.sum_congr rfl fun x _ => Finset.sum_congr rfl fun y _ => ?_
        simp only [excess]
        ring
    _ = _ := by
        simp only [Finset.sum_sub_distrib]
        rw [a, b]
        ring
```

The facts `a` and `b` evaluate the last and the middle term. The correction combines the interaction between density and background with that of the background with itself; for a repulsive $v$ the first is an attraction and the second a repulsion.

## Density waves test each component

Fix $q\ne0$ and take the densities $c(x)=\operatorname{Re}q(x)$ and $s(x)=\operatorname{Im}q(x)$, a cosine and a sine wave. Both have mean zero, and $c(x)c(y)+s(x)s(y)=\operatorname{Re}q(x-y)$. Writing $E[\rho]$ for the energy of the density $\rho$,
$$E[c]+E[s]=\sum_{x,y}v(x-y)\operatorname{Re}q(x-y)=N\sum_zv(z)\operatorname{Re}q(z)=N\operatorname{Re}\hat v(q).$$

```lean
/-- The cosine and sine density waves of a nonzero wavevector `q` have energies that add up to
the number of sites times the real part of the interaction component at `q`. -/
theorem densityWave_energy (v : G → ℝ) (q : AddChar G ℂ) (hq : q ≠ 0) :
    jelliumEnergy v (fun x => (q x).re) + jelliumEnergy v (fun x => (q x).im) =
      Fintype.card G * (hat v q).re := by
  have hs : ∑ x, q x = 0 := AddChar.sum_eq_zero_iff_ne_zero.2 hq
  have hr : meanDensity (fun x => (q x).re) = 0 := by
    rw [meanDensity, ← Complex.re_sum, hs, Complex.zero_re, zero_div]
  have hi : meanDensity (fun x => (q x).im) = 0 := by
    rw [meanDensity, ← Complex.im_sum, hs, Complex.zero_im, zero_div]
  have hv : (hat v q).re = ∑ z, v z * (q z).re := by
    rw [hat, Complex.re_sum]
    refine Finset.sum_congr rfl fun z _ => ?_
    rw [AddChar.map_neg_eq_conj, Complex.re_ofReal_mul, Complex.conj_re]
  simp only [jelliumEnergy, excess, hr, hi, sub_zero, ← Finset.sum_add_distrib]
  calc _ = ∑ x : G, ∑ y : G, v (x - y) * (q (x - y)).re := by
        refine Finset.sum_congr rfl fun x _ => Finset.sum_congr rfl fun y _ => ?_
        have h : (q (x - y)).re = (q x).re * (q y).re + (q x).im * (q y).im := by
          rw [sub_eq_add_neg, AddChar.map_add_eq_mul, AddChar.map_neg_eq_conj,
            Complex.mul_re, Complex.conj_re, Complex.conj_im]
          ring
        rw [h]
        ring
    _ = ∑ _x : G, ∑ z, v z * (q z).re :=
        Finset.sum_congr rfl fun x _ =>
          Equiv.sum_comp (Equiv.subLeft x) (fun z => v z * (q z).re)
    _ = _ := by
        rw [Finset.sum_const, Finset.card_univ, nsmul_eq_mul, hv]
```

The proof follows this line: `h` is the addition formula, and the shift $z=x-y$ makes the inner sum independent of $x$.

If every density has nonnegative energy, then so do these two waves, and $\operatorname{Re}\hat v(q)\ge0$ for each $q\neq0$. Conversely, if all these components are nonnegative, every term of the reciprocal-space sum is nonnegative.

```lean
/-- The neutral energy is nonnegative for every density exactly when the real part of the
interaction component is nonnegative at every nonzero wavevector. -/
theorem jelliumEnergy_nonneg_iff (v : G → ℝ) :
    (∀ ρ : G → ℝ, 0 ≤ jelliumEnergy v ρ) ↔
      ∀ q : AddChar G ℂ, q ≠ 0 → 0 ≤ (hat v q).re := by
  constructor
  · intro h q hq
    have hN : (0 : ℝ) < Fintype.card G := Nat.cast_pos.mpr Fintype.card_pos
    have hw := densityWave_energy v q hq
    have h0 : 0 ≤ (Fintype.card G : ℝ) * (hat v q).re := by
      rw [← hw]
      exact add_nonneg (h _) (h _)
    exact nonneg_of_mul_nonneg_right h0 hN
  · intro h ρ
    rw [jelliumEnergy_eq]
    refine div_nonneg (Finset.sum_nonneg fun q hq => ?_) (Nat.cast_nonneg _)
    exact mul_nonneg (h q (Finset.mem_filter.mp hq).2) (sq_nonneg _)
```

The condition says that the interaction makes no density modulation electrostatically favourable. It is a condition on the Fourier components, not on the sign of $v(x)$ at each site, and it leaves $\hat v(0)$ free. The waves used in the test take negative values, but adding a constant to them leaves $\delta$, and hence the energy, unchanged.

## Only the uniform density costs nothing

Suppose that $\operatorname{Re}\hat v(q)>0$ for all $q\ne0$, as for a kernel $4\pi/|q|^2$ tabulated on the grid. If $E=0$, a sum of nonnegative terms vanishes, so each term does, and $\hat\rho(q)=0$ for $q\ne0$. Then every $\hat\delta(q)$ is zero, and inversion gives $N\delta(x)=0$, that is, $\rho(x)=m$ at every site. Conversely, a uniform density has $\delta=0$ and $E=0$.

```lean
/-- If the real part of the interaction component is positive at every nonzero wavevector, the
neutral energy vanishes exactly when the density is uniform. -/
theorem jelliumEnergy_eq_zero_iff (v ρ : G → ℝ)
    (hv : ∀ q : AddChar G ℂ, q ≠ 0 → 0 < (hat v q).re) :
    jelliumEnergy v ρ = 0 ↔ ∀ x, ρ x = meanDensity ρ := by
  have hN : (Fintype.card G : ℝ) ≠ 0 := Nat.cast_ne_zero.mpr Fintype.card_ne_zero
  constructor
  · intro h x
    rw [jelliumEnergy_eq, div_eq_zero_iff, or_iff_left hN,
      Finset.sum_eq_zero_iff_of_nonneg (fun q hq =>
        mul_nonneg (hv q (Finset.mem_filter.mp hq).2).le (sq_nonneg _))] at h
    -- every Fourier component of the excess charge vanishes
    have hz : ∀ q : AddChar G ℂ, hat (excess ρ) q = 0 := by
      intro q
      rw [hat_excess]
      by_cases hq : q = 0
      · rw [if_pos hq]
      · rw [if_neg hq]
        have ht := h q (Finset.mem_filter.mpr ⟨Finset.mem_univ q, hq⟩)
        have hsq := (mul_eq_zero.mp ht).resolve_left (hv q hq).ne'
        exact norm_eq_zero.mp (pow_eq_zero_iff two_ne_zero |>.mp hsq)
    have hx := hat_inversion (excess ρ) x
    simp only [hz, zero_mul, Finset.sum_const_zero] at hx
    have hx' : (Fintype.card G : ℝ) * excess ρ x = 0 := by exact_mod_cast hx.symm
    exact sub_eq_zero.mp ((mul_eq_zero.mp hx').resolve_left hN)
  · intro h
    have he : ∀ x, excess ρ x = 0 := fun x => sub_eq_zero.mpr (h x)
    simp only [jelliumEnergy, he, zero_mul, Finset.sum_const_zero]

end

end FiniteJellium
```

In the forward direction, `hz` collects the vanishing components and `hat_inversion` carries them back to the sites.

For electronic structure, this means that the Hartree term on a finite periodic grid with such a kernel penalises every departure from uniform density. Whether the electrons actually stay uniform also depends on energies that the model omits: the kinetic, exchange and correlation energies and, in a real material, the attraction to the nuclei. The continuum and infinite-volume limits are not treated either.

```lean
#print axioms FiniteJellium.jelliumEnergy_eq
-- 'FiniteJellium.jelliumEnergy_eq' depends on axioms: [propext, Classical.choice, Quot.sound]
#print axioms FiniteJellium.jelliumEnergy_eq_sub_background
-- 'FiniteJellium.jelliumEnergy_eq_sub_background' depends on axioms: [propext, Classical.choice, Quot.sound]
#print axioms FiniteJellium.jelliumEnergy_nonneg_iff
-- 'FiniteJellium.jelliumEnergy_nonneg_iff' depends on axioms: [propext, Classical.choice, Quot.sound]
#print axioms FiniteJellium.jelliumEnergy_eq_zero_iff
-- 'FiniteJellium.jelliumEnergy_eq_zero_iff' depends on axioms: [propext, Classical.choice, Quot.sound]
```
